# Recursion for the overtone characters of a triply degenerate harmonic vibration

To find the symmetry species in the \(n\)-quantum level of a triply degenerate vibration, one can compute the character of each operation on that level and then reduce the representation. In the harmonic model, the recursion below supplies these characters from those of the fundamental.

```lean
import Mathlib

open Matrix

namespace TripleOvertone

noncomputable section
```

Let an operation multiply three (possibly complex) normal coordinates by \(a,b,c\). Lean allows any complex numbers here; for a real symmetry operation they have modulus 1. Define the two-mode sum

\[g_n=\sum_{i=0}^{n} b^i c^{\,n-i},\]

which is `pairSum b c n`.

```lean
/-- Sum of all monomials of degree `n` in the two factors `b` and `c`. -/
def pairSum (b c : ℂ) (n : ℕ) : ℂ :=
  ∑ i ∈ Finset.range (n + 1), b ^ i * c ^ (n - i)
```

The three-mode sum, `overtone a b c n`, is

\[h_n=\sum_{i=0}^{n} a^i g_{n-i}.\]

```lean
/-- Overtone character at level `n` of a triply degenerate vibration: the sum of all monomials
of degree `n` in the eigenvalues `a`, `b`, `c` of the symmetry operation. -/
def overtone (a b c : ℂ) (n : ℕ) : ℂ :=
  ∑ i ∈ Finset.range (n + 1), a ^ i * pairSum b c (n - i)
```

### (a) The factor of one monomial

The \(n\)-quantum states transform like the degree-\(n\) monomials in the coordinates \(x,y,z\). Show that the operation sends

\[x^iy^jz^k\mapsto a^ib^jc^k\,x^iy^jz^k.\]

**Solution.** Substitution gives \((ax)^i(by)^j(cz)^k\); collect the constants. In Lean, `aeval` performs the substitution.

The character is the sum of these factors over \(i+j+k=n\), which is \(h_n\). The code takes that sum as its definition and does not construct the trace on the level.

```lean
/-- An operation that multiplies the three normal coordinates by `a`, `b`, `c` multiplies the
monomial with exponents `i`, `j`, `k` by `a ^ i * b ^ j * c ^ k`. -/
theorem monomial_eigenfactor (a b c : ℂ) (i j k : ℕ) :
    MvPolynomial.aeval
      (![MvPolynomial.C a * MvPolynomial.X 0, MvPolynomial.C b * MvPolynomial.X 1,
        MvPolynomial.C c * MvPolynomial.X 2] : Fin 3 → MvPolynomial (Fin 3) ℂ)
      (MvPolynomial.X 0 ^ i * MvPolynomial.X 1 ^ j * MvPolynomial.X 2 ^ k :
        MvPolynomial (Fin 3) ℂ)
    = MvPolynomial.C (a ^ i * b ^ j * c ^ k) *
      (MvPolynomial.X 0 ^ i * MvPolynomial.X 1 ^ j * MvPolynomial.X 2 ^ k) := by
  simp [mul_pow]
  ring
```

### (b) One more quantum in two modes

Show that

\[g_{n+1}=b\,g_n+c^{n+1}.\]

**Solution.** The \(i=0\) term is \(c^{n+1}\). The others are \(\sum_{i=0}^{n}b^{i+1}c^{n-i}=b\,g_n\). `Finset.sum_range_succ'` makes this split.

```lean
/-- Raising the level of two modes by one: either the first mode is excited, or all quanta
sit in the second. -/
theorem pairSum_succ (b c : ℂ) (n : ℕ) :
    pairSum b c (n + 1) = b * pairSum b c n + c ^ (n + 1) := by
  have key : ∑ i ∈ Finset.range (n + 1), b ^ (i + 1) * c ^ (n - i) = b * pairSum b c n := by
    rw [pairSum, Finset.mul_sum]
    exact Finset.sum_congr rfl (fun i _ => by ring)
  rw [pairSum, Finset.sum_range_succ']
  simp only [Nat.add_sub_add_right, Nat.sub_zero, key]
  ring
```

### (c) One more quantum in three modes

Show that

\[h_{n+1}=a\,h_n+g_{n+1}.\]

**Solution.** Again the \(i=0\) term is \(g_{n+1}\), and the others are \(\sum_{i=0}^{n}a^{i+1}g_{n-i}=a\,h_n\).

```lean
/-- Raising the level of three modes by one: either the first mode is excited, or all quanta
sit in the other two. -/
theorem overtone_succ (a b c : ℂ) (n : ℕ) :
    overtone a b c (n + 1) = a * overtone a b c n + pairSum b c (n + 1) := by
  have key : ∑ i ∈ Finset.range (n + 1), a ^ (i + 1) * pairSum b c (n - i)
      = a * overtone a b c n := by
    rw [overtone, Finset.mul_sum]
    exact Finset.sum_congr rfl (fun i _ => by ring)
  rw [overtone, Finset.sum_range_succ']
  simp only [Nat.add_sub_add_right, Nat.sub_zero, key]
  ring
```

### (d) The lowest levels

Show that

\[h_0=1,\quad h_1=a+b+c,\quad h_2=a^2+b^2+c^2+ab+bc+ca.\]

**Solution.** From \(g_0=h_0=1\), part (b) gives \(g_1=b+c\) and \(g_2=b^2+bc+c^2\). Part (c) then gives \(h_1=a+g_1\) and \(h_2=a(a+b+c)+g_2\).

```lean
/-- The overtone characters of the ground level, the fundamental and the first overtone. -/
theorem overtone_low (a b c : ℂ) :
    overtone a b c 0 = 1 ∧ overtone a b c 1 = a + b + c ∧
      overtone a b c 2 = a ^ 2 + b ^ 2 + c ^ 2 + a * b + b * c + c * a := by
  have g0 : pairSum b c 0 = 1 := by simp [pairSum]
  have h0 : overtone a b c 0 = 1 := by simp [overtone, pairSum]
  have g1 : pairSum b c 1 = b * pairSum b c 0 + c ^ 1 := pairSum_succ b c 0
  have g2 : pairSum b c 2 = b * pairSum b c 1 + c ^ 2 := pairSum_succ b c 1
  have h1 : overtone a b c 1 = a * overtone a b c 0 + pairSum b c 1 := overtone_succ a b c 0
  have h2 : overtone a b c 2 = a * overtone a b c 1 + pairSum b c 2 := overtone_succ a b c 1
  refine ⟨h0, ?_, ?_⟩
  · rw [h1, g1, h0, g0]; ring
  · rw [h2, g2, h1, g1, h0, g0]; ring
```

### (e) The recursion in power sums

With \(p_m=a^m+b^m+c^m\), show for every \(n\ge 0\) that

\[3h_{n+2}=2p_1h_{n+1}+\tfrac12(p_2-p_1^2)h_n+p_{n+2}.\]

**Solution.** Put \(e_2=ab+bc+ca\), so \(\tfrac12(p_2-p_1^2)=-e_2\). For \(n=0\) the right side is \(2p_1^2-e_2+p_2=3p_2+3e_2=3h_2\).

For the induction step, let

\[D_n=3h_{n+2}-2p_1h_{n+1}+e_2h_n-p_{n+2}.\]

By (c),

\[D_{n+1}-aD_n=3g_{n+3}-2p_1g_{n+2}+e_2g_{n+1}-(b-a)b^{n+2}-(c-a)c^{n+2}.\]

Use (b) to write \(g_{n+2}\) and \(g_{n+3}\) in terms of \(g_{n+1}\). The coefficient of \(g_{n+1}\) becomes \(3b^2-2p_1b+e_2=(b-a)(b-c)\), and that of \(c^{n+2}\) becomes \(3b+3c-2p_1-(c-a)=b-a\). Hence

\[D_{n+1}-aD_n=(b-a)\left[(b-c)g_{n+1}-b^{n+2}+c^{n+2}\right].\]

The bracket vanishes because \((b-c)g_m=b^{m+1}-c^{m+1}\). This holds for \(m=0\), and (b) carries it upward:

\[(b-c)g_{m+1}=b(b^{m+1}-c^{m+1})+(b-c)c^{m+1}=b^{m+2}-c^{m+2}.\]

So \(D_n=0\) implies \(D_{n+1}=0\). Lean calls the geometric identity `geom`, and the final `linear_combination` assembles the same terms.

```lean
/-- Recursion for the overtone characters of a triply degenerate vibration, in terms of the
power sums of the eigenvalues `a`, `b`, `c`. -/
theorem overtone_recursion (a b c : ℂ) (n : ℕ) :
    3 * overtone a b c (n + 2) = 2 * (a + b + c) * overtone a b c (n + 1)
      + 1 / 2 * ((a ^ 2 + b ^ 2 + c ^ 2) - (a + b + c) ^ 2) * overtone a b c n
      + (a ^ (n + 2) + b ^ (n + 2) + c ^ (n + 2)) := by
  induction n with
  | zero =>
    obtain ⟨h0, h1, h2⟩ := overtone_low a b c
    simp only [zero_add, h0, h1, h2]
    ring
  | succ n ih =>
    -- the two-mode sum is geometric
    have geom : ∀ m, (b - c) * pairSum b c m = b ^ (m + 1) - c ^ (m + 1) := by
      intro m
      induction m with
      | zero => simp [pairSum]
      | succ m hm =>
        rw [pairSum_succ]
        linear_combination b * hm
    have e1 := overtone_succ a b c n
    have e2 : overtone a b c (n + 2) = a * overtone a b c (n + 1) + pairSum b c (n + 2) :=
      overtone_succ a b c (n + 1)
    have e3 : overtone a b c (n + 3) = a * overtone a b c (n + 2) + pairSum b c (n + 3) :=
      overtone_succ a b c (n + 2)
    have k2 : pairSum b c (n + 2) = b * pairSum b c (n + 1) + c ^ (n + 2) :=
      pairSum_succ b c (n + 1)
    have k3 : pairSum b c (n + 3) = b * pairSum b c (n + 2) + c ^ (n + 3) :=
      pairSum_succ b c (n + 2)
    change 3 * overtone a b c (n + 3) = 2 * (a + b + c) * overtone a b c (n + 2)
      + 1 / 2 * ((a ^ 2 + b ^ 2 + c ^ 2) - (a + b + c) ^ 2) * overtone a b c (n + 1)
      + (a ^ (n + 3) + b ^ (n + 3) + c ^ (n + 3))
    linear_combination a * ih + 3 * e3 - 2 * (a + b + c) * e2 + (a * b + b * c + c * a) * e1
      + 3 * k3 + (3 * b - 2 * (a + b + c)) * k2 + (b - a) * geom (n + 1)
```

### (f) The recursion in characters

Let \(R=P\,\mathrm{diag}(a,b,c)\,Q\) with \(QP=1\). Show that

\[3h_{n+2}=2\,\mathrm{tr}R\;h_{n+1}+\tfrac12\left(\mathrm{tr}R^2-(\mathrm{tr}R)^2\right)h_n+\mathrm{tr}R^{n+2}.\]

The hypothesis says that \(R\) is diagonalizable with eigenvalues \(a,b,c\); every real orthogonal matrix is diagonalizable over the complex numbers.

**Solution.** Write \(\Lambda=\mathrm{diag}(a,b,c)\). Inner factors \(QP\) cancel, so \(R^m=P\Lambda^mQ\) (`hpow`). Cyclicity gives \(\mathrm{tr}R^m=\mathrm{tr}(QP\Lambda^m)=p_m\) (`htr`). Insert this in (e).

Without \(QP=1\) the equation can fail: for \(P=1\), \(Q=0\), \(a=b=c=1\) and \(n=0\), the left side is 18 and the right side is 0.

```lean
/-- The same recursion in characters: for a diagonalizable operation `R` on the triply
degenerate mode, the power sums are the traces of `R`, `R ^ 2` and `R ^ (n + 2)`. -/
theorem overtone_character_recursion (R P Q : Matrix (Fin 3) (Fin 3) ℂ) (a b c : ℂ)
    (hQ : Q * P = 1) (hR : R = P * diagonal ![a, b, c] * Q) (n : ℕ) :
    3 * overtone a b c (n + 2) = 2 * trace R * overtone a b c (n + 1)
      + 1 / 2 * (trace (R ^ 2) - trace R ^ 2) * overtone a b c n + trace (R ^ (n + 2)) := by
  -- powers of R are diagonalized by the same change of coordinates
  have hpow : ∀ m : ℕ, R ^ m = P * diagonal ![a, b, c] ^ m * Q := by
    intro m
    induction m with
    | zero => rw [pow_zero, pow_zero, mul_one, mul_eq_one_comm.mp hQ]
    | succ m ih =>
      calc R ^ (m + 1) = P * diagonal ![a, b, c] ^ m * (Q * P) * diagonal ![a, b, c] * Q := by
            rw [pow_succ, ih, hR]
            simp only [mul_assoc]
        _ = P * diagonal ![a, b, c] ^ (m + 1) * Q := by
            simp only [hQ, mul_one, pow_succ, mul_assoc]
  have htr : ∀ m : ℕ, trace (R ^ m) = a ^ m + b ^ m + c ^ m := by
    intro m
    rw [hpow, trace_mul_comm, ← mul_assoc, hQ, one_mul, diagonal_pow, trace_diagonal,
      Fin.sum_univ_three]
    simp
  have h1 : trace R = a + b + c := by simpa using htr 1
  rw [h1, htr 2, htr (n + 2)]
  exact overtone_recursion a b c n
```

### (g) A fourfold rotation

For the rotation \(R:(x,y,z)\mapsto(-y,x,z)\), verify

\[QP=1,\qquad R=P\,\mathrm{diag}(i,-i,1)\,Q,\]

\[P=\begin{pmatrix}1&1&0\\-i&i&0\\0&0&1\end{pmatrix},\quad Q=\begin{pmatrix}\frac12&\frac i2&0\\\frac12&-\frac i2&0\\0&0&1\end{pmatrix}.\]

**Solution.** The columns of \(P\) are eigenvectors of \(R\) with eigenvalues \(i,-i,1\), so \(RP=P\,\mathrm{diag}(i,-i,1)\). Multiplying rows of \(Q\) by columns of \(P\) gives \(QP=1\), hence \(PQ=1\); multiply by \(Q\) on the right. Lean compares entries.

```lean
/-- The fourfold rotation about the z axis is diagonalizable in the sense used above, with
eigenvalues `i`, `-i` and `1`. -/
theorem overtone_character_recursion_witness :
    (!![1 / 2, Complex.I / 2, 0; 1 / 2, -Complex.I / 2, 0; 0, 0, 1] *
      !![1, 1, 0; -Complex.I, Complex.I, 0; 0, 0, 1] : Matrix (Fin 3) (Fin 3) ℂ) = 1 ∧
    (!![0, -1, 0; 1, 0, 0; 0, 0, 1] : Matrix (Fin 3) (Fin 3) ℂ) =
      !![1, 1, 0; -Complex.I, Complex.I, 0; 0, 0, 1] * diagonal ![Complex.I, -Complex.I, 1] *
      !![1 / 2, Complex.I / 2, 0; 1 / 2, -Complex.I / 2, 0; 0, 0, 1] := by
  constructor <;> ext i j <;> fin_cases i <;> fin_cases j <;>
    simp [Matrix.mul_apply, Fin.sum_univ_succ, Matrix.vecMul_diagonal, Complex.ext_iff] <;>
    norm_num
```

### (h) A recursion from the three preceding levels

Show that

\[h_{n+3}=(a+b+c)h_{n+2}-(ab+bc+ca)h_{n+1}+abc\,h_n.\]

**Solution.** By (b), \(g_{n+3}-bg_{n+2}=c^{n+3}=c(g_{n+2}-bg_{n+1})\), so

\[g_{n+3}-(b+c)g_{n+2}+bc\,g_{n+1}=0.\]

Replace each \(g_{m+1}\) by \(h_{m+1}-ah_m\) and collect terms.

```lean
/-- From level 3 on, each overtone character follows from the three preceding ones and the
elementary symmetric functions of the eigenvalues. -/
theorem overtone_three_term (a b c : ℂ) (n : ℕ) :
    overtone a b c (n + 3) = (a + b + c) * overtone a b c (n + 2)
      - (a * b + b * c + c * a) * overtone a b c (n + 1) + a * b * c * overtone a b c n := by
  have e1 := overtone_succ a b c n
  have e2 : overtone a b c (n + 2) = a * overtone a b c (n + 1) + pairSum b c (n + 2) :=
    overtone_succ a b c (n + 1)
  have e3 : overtone a b c (n + 3) = a * overtone a b c (n + 2) + pairSum b c (n + 3) :=
    overtone_succ a b c (n + 2)
  have k2 : pairSum b c (n + 2) = b * pairSum b c (n + 1) + c ^ (n + 2) :=
    pairSum_succ b c (n + 1)
  have k3 : pairSum b c (n + 3) = b * pairSum b c (n + 2) + c ^ (n + 3) :=
    pairSum_succ b c (n + 2)
  linear_combination e3 - (b + c) * e2 + b * c * e1 + k3 - c * k2
```

### (i) A threefold rotation

For eigenvalues \(1,\omega,\omega^2\) with \(\omega^2+\omega+1=0\), show that

\[h_{3k}=1,\quad h_{3k+1}=0,\quad h_{3k+2}=0.\]

**Solution.** Here \(\omega^3=1\), so \(a+b+c=0\), \(ab+bc+ca=\omega+\omega^3+\omega^2=0\) and \(abc=1\). Part (h) becomes \(h_{n+3}=h_n\) (`per`), and (d) gives the starting values \(1,0,0\).

```lean
/-- For a threefold rotation, with eigenvalues `1`, `ω`, `ω ^ 2` where `ω ^ 2 + ω + 1 = 0`, the
overtone characters repeat as 1, 0, 0. -/
theorem overtone_threefold (ω : ℂ) (h : ω ^ 2 + ω + 1 = 0) (k : ℕ) :
    overtone 1 ω (ω ^ 2) (3 * k) = 1 ∧ overtone 1 ω (ω ^ 2) (3 * k + 1) = 0 ∧
      overtone 1 ω (ω ^ 2) (3 * k + 2) = 0 := by
  have per : ∀ n, overtone 1 ω (ω ^ 2) (n + 3) = overtone 1 ω (ω ^ 2) n := by
    intro n
    linear_combination overtone_three_term 1 ω (ω ^ 2) n
      + (overtone 1 ω (ω ^ 2) (n + 2) - ω * overtone 1 ω (ω ^ 2) (n + 1)
        + (ω - 1) * overtone 1 ω (ω ^ 2) n) * h
  induction k with
  | zero =>
    obtain ⟨h0, h1, h2⟩ := overtone_low 1 ω (ω ^ 2)
    refine ⟨h0, h1.trans ?_, h2.trans ?_⟩
    · linear_combination h
    · linear_combination (1 + ω ^ 2) * h
  | succ k ih =>
    exact ⟨(per (3 * k)).trans ih.1, (per (3 * k + 1)).trans ih.2.1,
      (per (3 * k + 2)).trans ih.2.2⟩
```

### (j) The degeneracy of the level

For the identity operation, show that

\[h_n=\frac{(n+1)(n+2)}2.\]

**Solution.** Now \(g_m=m+1\) and \(h_0=1\). By (c), the induction step is

\[h_{n+1}=\frac{(n+1)(n+2)}2+(n+2)=\frac{(n+2)(n+3)}2.\]

This is the degeneracy of the \(n\)-quantum level of an isotropic three-dimensional harmonic oscillator; anharmonic coupling can split the level.

```lean
/-- For the identity operation the overtone character at level `n` is
`(n + 1) * (n + 2) / 2`. -/
theorem overtone_identity (n : ℕ) :
    overtone 1 1 1 n = ((n : ℂ) + 1) * ((n : ℂ) + 2) / 2 := by
  have hg : ∀ m : ℕ, pairSum 1 1 m = (m : ℂ) + 1 := by
    intro m
    simp [pairSum]
  induction n with
  | zero => simp [overtone, pairSum]
  | succ n ih =>
    rw [overtone_succ, ih, hg]
    push_cast
    ring

end

end TripleOvertone
```

```lean
#print axioms TripleOvertone.monomial_eigenfactor
#print axioms TripleOvertone.overtone_character_recursion
#print axioms TripleOvertone.overtone_threefold
#print axioms TripleOvertone.overtone_identity
```

```
'TripleOvertone.monomial_eigenfactor' depends on axioms: [propext, Classical.choice, Quot.sound]
'TripleOvertone.overtone_character_recursion' depends on axioms: [propext, Classical.choice, Quot.sound]
'TripleOvertone.overtone_threefold' depends on axioms: [propext, Classical.choice, Quot.sound]
'TripleOvertone.overtone_identity' depends on axioms: [propext, Classical.choice, Quot.sound]
```
